# For independent walkers with Gaussian phase steps, the relative variance of the average cosine is $(\cosh\sigma^2\tau-1)/M$

Planning a projection run with complex walker weights includes choosing a projection time $\tau$ and a number of walkers $M$ for which the average phase factor still stands out from its statistical noise. The Lean code below gives the exact condition on $\tau$ and $M$ for a chosen relative error of the average cosine, in a model in which all walkers have weights of equal magnitude, each walker's phase is a sum of independent centred normal steps of variance $\sigma^2\,dt$, and different walkers have independent phases.

```lean
import Mathlib

open MeasureTheory ProbabilityTheory Finset
open scoped NNReal

namespace GaussianPhaseProblem

noncomputable section

variable {Ω : Type*} [MeasurableSpace Ω]

/-- The overlap phase accumulated by a walker in its first `n` steps. -/
def overlapPhase {Ω : Type*} (ξ : ℕ → Ω → ℝ) (n : ℕ) : Ω → ℝ := ∑ k ∈ range n, ξ k

/-- The phase steps of a walker are independent centred normals of variance `σ² dt`. -/
structure GaussianSteps (P : Measure Ω) (ξ : ℕ → Ω → ℝ) (σ dt : ℝ≥0) : Prop where
  meas : ∀ k, Measurable (ξ k)
  indep : iIndepFun ξ P
  law : ∀ k, P.map (ξ k) = gaussianReal 0 (σ ^ 2 * dt)

/-- All walkers make Gaussian phase steps, and their phases are pairwise independent. -/
structure WalkerEnsemble (P : Measure Ω) (ξ : ℕ → ℕ → Ω → ℝ) (σ dt : ℝ≥0) : Prop where
  steps : ∀ j, GaussianSteps P (ξ j) σ dt
  indep : ∀ n j l, j ≠ l → IndepFun (overlapPhase (ξ j) n) (overlapPhase (ξ l) n) P

/-- The average of `cos θ` over the first `M` walkers, for `M > 0`. -/
def phaseEstimator {Ω : Type*} (ξ : ℕ → ℕ → Ω → ℝ) (n M : ℕ) : Ω → ℝ :=
  fun ω => (∑ j ∈ range M, Real.cos (overlapPhase (ξ j) n ω)) / M

/-- The variance of an estimator divided by its squared mean, for nonzero mean. -/
def relVariance (P : Measure Ω) (X : Ω → ℝ) : ℝ := variance X P / (∫ ω, X ω ∂P) ^ 2

/-- If every phase step is measurable, so is the accumulated phase. -/
theorem measurable_overlapPhase {ξ : ℕ → Ω → ℝ} (h : ∀ k, Measurable (ξ k)) (n : ℕ) :
    Measurable (overlapPhase ξ n) := by
  have e : overlapPhase ξ n = fun ω => ∑ k ∈ range n, ξ k ω := by ext ω; simp [overlapPhase]
  rw [e]
  fun_prop

variable {P : Measure Ω} [IsProbabilityMeasure P] {σ dt : ℝ≥0}

/-- For Gaussian phase steps, the phase after `n` steps is a centred normal variable of
variance `σ² τ`, with `τ = n dt`. -/
theorem overlapPhase_law {ξ : ℕ → Ω → ℝ} (h : GaussianSteps P ξ σ dt) (n : ℕ) :
    P.map (overlapPhase ξ n) = gaussianReal 0 (σ ^ 2 * (n * dt)) := by
  induction n with
  | zero =>
    have h0 : overlapPhase ξ 0 = fun _ => 0 := by ext ω; simp [overlapPhase]
    rw [h0, Measure.map_const]
    simp
  | succ n ih =>
    have hs : overlapPhase ξ (n + 1) = overlapPhase ξ n + ξ n := sum_range_succ _ _
    -- the new step is independent of the phase accumulated so far
    have hi : IndepFun (overlapPhase ξ n) (ξ n) P := h.indep.indepFun_sum_range_succ h.meas n
    rw [hs, gaussianReal_add_gaussianReal_of_indepFun hi ih (h.law n)]
    congr 1
    · simp
    · push_cast
      ring

/-- For Gaussian phase steps, the mean of `exp(i c θ)` is `exp(-c² σ² τ / 2)` for every
real `c`, with `τ = n dt`. -/
theorem mean_phase_factor {ξ : ℕ → Ω → ℝ} (h : GaussianSteps P ξ σ dt) (n : ℕ) (c : ℝ) :
    ∫ ω, Complex.exp (((c * overlapPhase ξ n ω : ℝ) : ℂ) * Complex.I) ∂P
      = ((Real.exp (-(c ^ 2 * ((σ : ℝ) ^ 2 * (n * dt))) / 2) : ℝ) : ℂ) := by
  -- the left side is the characteristic function of the normal law
  have hc := charFun_gaussianReal (μ := 0) (v := σ ^ 2 * (n * dt)) c
  rw [← overlapPhase_law h n, charFun_apply_real,
    integral_map (measurable_overlapPhase h.meas n).aemeasurable
      (Continuous.aestronglyMeasurable (by fun_prop))] at hc
  push_cast at hc ⊢
  rw [hc]
  congr 1
  ring

/-- For Gaussian phase steps, the mean of `cos(c θ)` is `exp(-c² σ² τ / 2)` for every
real `c`, with `τ = n dt`. -/
theorem mean_cos {ξ : ℕ → Ω → ℝ} (h : GaussianSteps P ξ σ dt) (n : ℕ) (c : ℝ) :
    ∫ ω, Real.cos (c * overlapPhase ξ n ω) ∂P
      = Real.exp (-(c ^ 2 * ((σ : ℝ) ^ 2 * (n * dt))) / 2) := by
  have hm := measurable_overlapPhase h.meas n
  have hint : Integrable
      (fun ω => Complex.exp (((c * overlapPhase ξ n ω : ℝ) : ℂ) * Complex.I)) P :=
    Integrable.of_bound (Measurable.aestronglyMeasurable (by fun_prop)) 1
      (Filter.Eventually.of_forall fun ω => (Complex.norm_exp_ofReal_mul_I _).le)
  -- take the real part under the integral
  have hre := Complex.reCLM.integral_comp_comm hint
  rw [mean_phase_factor h n c] at hre
  simpa only [Complex.reCLM_apply, Complex.exp_ofReal_mul_I_re, Complex.ofReal_re] using hre

/-- Under a probability measure, the cosine of a measurable phase is square integrable. -/
theorem memLp_cos {θ : Ω → ℝ} (hθ : Measurable θ) : MemLp (fun ω => Real.cos (θ ω)) 2 P :=
  MemLp.of_bound (Real.measurable_cos.comp hθ).aestronglyMeasurable 1
    (Filter.Eventually.of_forall fun ω => by
      rw [Real.norm_eq_abs]
      exact Real.abs_cos_le_one _)

/-- For Gaussian phase steps, the variance of `cos θ` is `(1 - exp(-σ² τ))² / 2`, with
`τ = n dt`. -/
theorem variance_cos {ξ : ℕ → Ω → ℝ} (h : GaussianSteps P ξ σ dt) (n : ℕ) :
    variance (fun ω => Real.cos (overlapPhase ξ n ω)) P
      = (1 - Real.exp (-((σ : ℝ) ^ 2 * (n * dt)))) ^ 2 / 2 := by
  have hm := measurable_overlapPhase h.meas n
  have h1 := mean_cos h n 1
  have h2 := mean_cos h n 2
  simp only [one_mul, one_pow] at h1
  have hi : Integrable (fun ω => Real.cos (2 * overlapPhase ξ n ω)) P :=
    (memLp_cos (hm.const_mul 2)).integrable (by norm_num)
  -- the second moment follows from the double-angle formula
  have hsq : ∫ ω, ((fun ω => Real.cos (overlapPhase ξ n ω)) ^ 2) ω ∂P
      = 1 / 2 + Real.exp (-(2 ^ 2 * ((σ : ℝ) ^ 2 * (n * dt))) / 2) / 2 := by
    simp only [Pi.pow_apply, Real.cos_sq]
    rw [integral_add (integrable_const _) (hi.div_const 2)]
    simp only [integral_div, h2]
    simp
  rw [variance_eq_sub (memLp_cos hm), hsq, h1]
  set s : ℝ := (σ : ℝ) ^ 2 * (n * dt)
  have e1 : Real.exp (-s / 2) ^ 2 = Real.exp (-s) := by
    rw [sq, ← Real.exp_add]; congr 1; ring
  have e2 : Real.exp (-(2 ^ 2 * s) / 2) = Real.exp (-s) ^ 2 := by
    rw [sq (Real.exp (-s)), ← Real.exp_add]; congr 1; ring
  rw [e1, e2]
  ring

/-- For an ensemble of `M > 0` walkers with Gaussian phase steps and pairwise independent
phases, the average of `cos θ` has mean `exp(-σ² τ / 2)` and relative variance
`(cosh(σ² τ) - 1) / M`, with `τ = n dt`. -/
theorem phaseEstimator_statistics {ξ : ℕ → ℕ → Ω → ℝ} {M : ℕ}
    (h : WalkerEnsemble P ξ σ dt) (n : ℕ) (hM : 0 < M) :
    ∫ ω, phaseEstimator ξ n M ω ∂P = Real.exp (-((σ : ℝ) ^ 2 * (n * dt)) / 2) ∧
    relVariance P (phaseEstimator ξ n M) = (Real.cosh ((σ : ℝ) ^ 2 * (n * dt)) - 1) / M := by
  have hM' : (M : ℝ) ≠ 0 := by exact_mod_cast hM.ne'
  have hL : ∀ j, MemLp (fun ω => Real.cos (overlapPhase (ξ j) n ω)) 2 P :=
    fun j => memLp_cos (measurable_overlapPhase (h.steps j).meas n)
  have hmean : ∫ ω, phaseEstimator ξ n M ω ∂P
      = Real.exp (-((σ : ℝ) ^ 2 * (n * dt)) / 2) := by
    have h1 : ∀ j, ∫ ω, Real.cos (overlapPhase (ξ j) n ω) ∂P
        = Real.exp (-((σ : ℝ) ^ 2 * (n * dt)) / 2) := fun j => by
      simpa only [one_mul, one_pow] using mean_cos (h.steps j) n 1
    unfold phaseEstimator
    rw [integral_div, integral_finsetSum _ fun j _ => (hL j).integrable (by norm_num),
      sum_congr rfl fun j _ => h1 j, sum_const, card_range, nsmul_eq_mul,
      mul_div_cancel_left₀ _ hM']
  refine ⟨hmean, ?_⟩
  have hform : phaseEstimator ξ n M
      = (M : ℝ)⁻¹ • ∑ j ∈ range M, fun ω => Real.cos (overlapPhase (ξ j) n ω) := by
    ext ω
    simp only [phaseEstimator, Pi.smul_apply, Finset.sum_apply, smul_eq_mul]
    ring
  -- variances of independent walkers add
  rw [relVariance, hmean, hform, variance_smul, IndepFun.variance_sum (fun j _ => hL j)
    (fun j _ l _ hjl => (h.indep n j l hjl).comp Real.measurable_cos Real.measurable_cos),
    sum_congr rfl fun j _ => variance_cos (h.steps j) n, sum_const, card_range,
    nsmul_eq_mul, Real.cosh_eq]
  set s : ℝ := (σ : ℝ) ^ 2 * (n * dt)
  have e1 : Real.exp (-s / 2) ^ 2 = Real.exp (-s) := by
    rw [sq, ← Real.exp_add]; congr 1; ring
  have e2 : Real.exp s = (Real.exp (-s))⁻¹ := by rw [Real.exp_neg, inv_inv]
  have e3 : Real.exp (-s) ≠ 0 := (Real.exp_pos _).ne'
  rw [e1, e2]
  field_simp
  ring

/-- For `M > 0` walkers with Gaussian phase steps and pairwise independent phases, and
`ε ≥ 0`, the relative variance of the average of `cos θ` is at most `ε²` exactly when
`σ² τ ≤ 2 arsinh(ε √(M/2))`, with `τ = n dt`. -/
theorem projection_time_limit {ξ : ℕ → ℕ → Ω → ℝ} {M : ℕ} {ε : ℝ}
    (h : WalkerEnsemble P ξ σ dt) (n : ℕ) (hM : 0 < M) (hε : 0 ≤ ε) :
    relVariance P (phaseEstimator ξ n M) ≤ ε ^ 2 ↔
      (σ : ℝ) ^ 2 * (n * dt) ≤ 2 * Real.arsinh (ε * √(M / 2)) := by
  rw [(phaseEstimator_statistics h n hM).2, div_le_iff₀ (by exact_mod_cast hM)]
  have hs : 0 ≤ (σ : ℝ) ^ 2 * (n * dt) := by positivity
  set s : ℝ := (σ : ℝ) ^ 2 * (n * dt)
  have hcosh := Real.cosh_two_mul (s / 2)
  rw [mul_div_cancel₀ s two_ne_zero, Real.cosh_sq] at hcosh
  -- compare the hyperbolic sines of both sides
  have key : Real.sinh (s / 2) ^ 2 ≤ (ε * √(M / 2)) ^ 2 ↔
      s / 2 ≤ Real.arsinh (ε * √(M / 2)) := by
    rw [sq_le_sq₀ (Real.sinh_nonneg_iff.2 (by linarith)) (by positivity),
      ← Real.sinh_le_sinh (x := s / 2), Real.sinh_arsinh]
  rw [mul_pow, Real.sq_sqrt (by positivity)] at key
  constructor <;> intro hle
  · linarith [key.1 (by linarith)]
  · linarith [key.2 (by linarith)]

/-- The product measure under which all steps of all walkers are independent centred
normal variables of variance `σ² dt`. -/
def walkerMeasure (σ dt : ℝ≥0) : Measure (ℕ → ℕ → ℝ) :=
  Measure.infinitePi fun _ => Measure.infinitePi fun _ => gaussianReal 0 (σ ^ 2 * dt)

/-- Under the product measure, the coordinates `ω j k` form an ensemble of walkers `j` with
Gaussian phase steps and pairwise independent phases. -/
theorem walkerEnsemble_witness (σ dt : ℝ≥0) :
    WalkerEnsemble (walkerMeasure σ dt) (fun j k ω => ω j k) σ dt := by
  have : IsProbabilityMeasure (walkerMeasure σ dt) := by
    unfold walkerMeasure; infer_instance
  refine ⟨fun j => ?_, fun n j l hjl => ?_⟩
  · have hm : ∀ k, Measurable fun ω : ℕ → ℕ → ℝ => ω j k := fun k => by fun_prop
    have hj : (walkerMeasure σ dt).map (fun ω => ω j)
        = Measure.infinitePi fun _ : ℕ => gaussianReal 0 (σ ^ 2 * dt) :=
      (measurePreserving_eval_infinitePi _ j).map_eq
    have hl : ∀ k, (walkerMeasure σ dt).map (fun ω => ω j k)
        = gaussianReal 0 (σ ^ 2 * dt) := fun k => by
      have hk := (measurePreserving_eval_infinitePi
        (fun _ : ℕ => gaussianReal 0 (σ ^ 2 * dt)) k).map_eq
      rw [← hj, Measure.map_map (measurable_pi_apply k) (measurable_pi_apply j)] at hk
      exact hk
    refine ⟨hm, (iIndepFun_iff_map_fun_eq_infinitePi_map hm).2 ?_, hl⟩
    simp_rw [hl]
    exact hj
  · -- each phase depends on the coordinates of one walker only
    have e : ∀ i, overlapPhase (fun k (ω : ℕ → ℕ → ℝ) => ω i k) n
        = fun ω => overlapPhase (fun k (x : ℕ → ℝ) => x k) n (ω i) := fun i => by
      ext ω
      simp [overlapPhase, Finset.sum_apply]
    have hi := iIndepFun_infinitePi
      (P := fun _ : ℕ => Measure.infinitePi fun _ : ℕ => gaussianReal 0 (σ ^ 2 * dt))
      (X := fun _ => overlapPhase (fun k (x : ℕ → ℝ) => x k) n)
      (fun _ => measurable_overlapPhase (fun k => measurable_pi_apply k) n)
    change IndepFun (overlapPhase (fun k (ω : ℕ → ℕ → ℝ) => ω j k) n)
      (overlapPhase (fun k (ω : ℕ → ℕ → ℝ) => ω l k) n) _
    rw [e j, e l]
    exact hi.indepFun hjl

end

end GaussianPhaseProblem
```

```lean
#print axioms GaussianPhaseProblem.phaseEstimator_statistics
#print axioms GaussianPhaseProblem.projection_time_limit
```

```
'GaussianPhaseProblem.phaseEstimator_statistics' depends on axioms: [propext, Classical.choice, Quot.sound]
'GaussianPhaseProblem.projection_time_limit' depends on axioms: [propext, Classical.choice, Quot.sound]
```

## A diffusing phase on walkers of equal weight

In free-projection auxiliary-field Monte Carlo, where no phase constraint is imposed, the overlap of a walker with the trial state is in general complex, and its phase $\theta$ enters averages through the factor $e^{i\theta}$. The model keeps this phase and nothing else. All walkers count equally, and the phase after $n$ time steps of length $dt$ is

$$\theta_n=\sum_{k=0}^{n-1}\xi_k,\qquad \xi_k\sim N(0,\sigma^2\,dt),\qquad \tau=n\,dt .$$

The constant $\sigma^2$ is a phase diffusion rate: the variance that the phase gains per unit of imaginary time. It is postulated here, as is the normal law of the steps; neither is derived from a Hamiltonian or from a Hubbard–Stratonovich transformation. Fluctuating weight magnitudes, steps that depend on the walker's state, phase constraints and correlations from population control are all absent. The estimator is the average of $\cos\theta$, the real part of the average phase factor, not an energy.

In Lean, a walker's steps are a sequence `ξ : ℕ → Ω → ℝ` of random variables on a space `Ω` with probability measure `P`, and `overlapPhase ξ n` is $\theta_n$, an ordinary real number that is not reduced modulo $2\pi$. The structure `GaussianSteps` collects the hypotheses: each step is measurable, the steps are mutually independent, and each has the law `gaussianReal 0 (σ ^ 2 * dt)`, whose second argument is the variance. Both `σ` and `dt` are non-negative reals, so zero is allowed.

For many walkers, `ξ j k` is step $k$ of walker $j$. `WalkerEnsemble` asks that every walker satisfy `GaussianSteps` and that, at each fixed $n$, the total phases of any two different walkers be independent. `phaseEstimator ξ n M` is the average

$$\bar C=\frac1M\sum_{j=0}^{M-1}\cos\theta_n^{(j)},$$

where $\theta_n^{(j)}$ is the phase of walker $j$, and `relVariance` is the variance divided by the squared mean.

## Mean cosine, its noise and the longest projection time

Write $s=\sigma^2\tau$, which appears in the code as `(σ : ℝ) ^ 2 * (n * dt)`. The theorems state the following.

- `mean_phase_factor` gives $\mathbb E\,e^{ic\theta_n}=e^{-c^2s/2}$ for every real $c$; the case $c=1$ is the mean phase factor $e^{-s/2}$.
- `variance_cos` gives $\operatorname{Var}\cos\theta_n=(1-e^{-s})^2/2$.
- `phaseEstimator_statistics` says that for $M>0$ the average $\bar C$ has mean $e^{-s/2}$ and relative variance $(\cosh s-1)/M$.
- `projection_time_limit` says that for $M>0$ and a tolerance $\varepsilon\ge0$, the relative variance is at most $\varepsilon^2$ exactly when $s\le 2\operatorname{arsinh}\bigl(\varepsilon\sqrt{M/2}\bigr)$.

For $\sigma>0$, dividing the last inequality by $\sigma^2$ turns it into an upper limit on $\tau$. In this Gaussian model with independent walkers, holding a relative error $\varepsilon>0$ takes at least $(\cosh\sigma^2\tau-1)/\varepsilon^2$ walkers, a number that for $\sigma>0$ grows exponentially at long projection times.

## From normal steps to the mean phase factor

The phase $\theta_n$ is normal with mean $0$ and variance $s$. At $n=0$ it is the constant zero, a normal variable of variance zero. If $\theta_n$ has variance $\sigma^2n\,dt$, then adding the independent step $\xi_n$ gives a normal variable of variance $\sigma^2n\,dt+\sigma^2dt=\sigma^2(n+1)dt$. This is the induction in `overlapPhase_law`. Its successor case first obtains the independence of the new step from the accumulated sum, then applies Mathlib's rule for adding independent normals.

Let $\varphi(c)=\mathbb E\,e^{ic\theta_n}$. For $s>0$, the normal density $p(x)\propto e^{-x^2/2s}$ obeys $x\,p(x)=-s\,p'(x)$, so integration by parts gives

$$\varphi'(c)=i\int x\,e^{icx}p(x)\,dx=-is\int e^{icx}p'(x)\,dx=-cs\,\varphi(c).$$

With $\varphi(0)=1$ this yields $\varphi(c)=e^{-c^2s/2}$, which also holds at $s=0$. In `mean_phase_factor` the formula comes from Mathlib's `charFun_gaussianReal`, and `integral_map` moves the integral from the real line to `Ω`.

Taking real parts gives $\mathbb E\cos(c\theta_n)=e^{-c^2s/2}$. This is `mean_cos`, where the real part may pass under the integral because the phase factor has modulus one and is therefore integrable.

## The variance of one cosine

The double-angle formula $\cos^2\theta=\tfrac12+\tfrac12\cos2\theta$ and the mean at $c=2$ give

$$\mathbb E\cos^2\theta_n=\tfrac12+\tfrac12e^{-2s}.$$

Subtracting the squared mean, $(e^{-s/2})^2=e^{-s}$, leaves

$$\operatorname{Var}\cos\theta_n=\tfrac12-e^{-s}+\tfrac12e^{-2s}=\tfrac12(1-e^{-s})^2 .$$

The proof of `variance_cos` takes the same route: `h1` and `h2` are the means at $c=1$ and $c=2$, `hsq` is the second moment, and `variance_eq_sub` performs the subtraction. The lemma `memLp_cos` supplies square integrability, since a cosine is bounded by one.

## The cosh law for $M$ walkers

Each of the $M$ terms in $\bar C$ has mean $e^{-s/2}$, so their average does too. Functions of independent phases are independent, so the variances of the cosines add:

$$\operatorname{Var}\bar C=\frac1{M^2}\,M\,\frac{(1-e^{-s})^2}{2}=\frac{(1-e^{-s})^2}{2M}.$$

Dividing by the squared mean $e^{-s}$ gives

$$\frac{\operatorname{Var}\bar C}{(\mathbb E\bar C)^2}=\frac{e^{s}(1-2e^{-s}+e^{-2s})}{2M}=\frac{e^s+e^{-s}-2}{2M}=\frac{\cosh s-1}{M}.$$

The noise of a single cosine stays bounded, while the mean decays; the growth at long times comes from that decay. In `phaseEstimator_statistics`, `hmean` is the mean, `variance_smul` produces the factor $1/M^2$, and `IndepFun.variance_sum` adds the variances. That last lemma needs only pairwise independence, which is why `WalkerEnsemble` asks for no more between walkers. The exponential identities `e1` and `e2` then reduce the claim to algebra.

## Solving for the projection time

Since $\cosh s=\cosh^2(s/2)+\sinh^2(s/2)=1+2\sinh^2(s/2)$, the condition $(\cosh s-1)/M\le\varepsilon^2$ is the same as

$$\sinh^2(s/2)\le\frac{M\varepsilon^2}{2}=\bigl(\varepsilon\sqrt{M/2}\bigr)^2 .$$

Both $\sinh(s/2)$ and $\varepsilon\sqrt{M/2}$ are non-negative, so the squares may be removed. Because $\sinh$ is strictly increasing with inverse $\operatorname{arsinh}$, the condition becomes $s/2\le\operatorname{arsinh}(\varepsilon\sqrt{M/2})$.

In `projection_time_limit`, `hcosh` is the half-argument identity and `key` is the comparison of hyperbolic sines. The two closing `linarith` calls carry the inequality in each direction.

## A probability space that carries the walkers

For every `σ` and `dt`, `walkerEnsemble_witness` exhibits an ensemble that meets all the assumptions. Its sample points are arrays `ω j k` of real numbers, and `walkerMeasure` is an infinite product of normal laws, taken first over the steps of a walker and then over the walkers.

The first half of the proof projects this measure onto one walker and then onto one step, which yields the required normal law and the independence of the steps. The second half notes that each total phase depends only on its own walker's coordinates, so the phases of different walkers are independent under the product measure.
